# The canonical dual projectors of finitely many linearly independent pseudo-states are mutually orthogonal exactly when the pseudo-states are

The pseudo-states are finitely many vectors in a finite-dimensional complex space, the columns of `Φ`; they need not be normalised, but their overlap matrix G = Φ†Φ is assumed invertible, which means that they are linearly independent. Their canonical projectors are the columns of ΦG⁻¹, vectors dual to the pseudo-states rather than projection operators. The lemma `canonical_orthogonal_iff` states that the overlap matrix of these projectors is diagonal if and only if G is. The attempt uses an earlier result to identify the projectors' overlap matrix with G⁻¹, then applies in both directions an auxiliary claim, `aux`, that the inverse of a diagonal matrix is diagonal.

Lean 4 with Mathlib refuses this proof:

```lean
import Mathlib

open Matrix
open scoped ComplexOrder

namespace CanonicalOrthogonalIff

noncomputable section

variable {m n : Type*} [Fintype m] [Fintype n] [DecidableEq n]

/-- The overlap matrix `AᴴA` of the vectors that form the columns of `A`. -/
def overlap (A : Matrix m n ℂ) : Matrix n n ℂ := Aᴴ * A

/-- The projectors `B` are dual to the pseudo-states `Φ`: `⟨β_i, φ_j⟩ = δ_ij`. -/
def IsDual (B Φ : Matrix m n ℂ) : Prop := Bᴴ * Φ = 1

/-- The canonical projectors `Φ G⁻¹`, with `G` the overlap matrix of the pseudo-states; this is
meant for invertible `G`, and for singular `G` Lean's inverse, and hence this matrix, is zero. -/
def canonical (Φ : Matrix m n ℂ) : Matrix m n ℂ := Φ * (overlap Φ)⁻¹

/-- The inverse overlap matrix is Hermitian. -/
theorem overlap_inv_conjTranspose (Φ : Matrix m n ℂ) :
    ((overlap Φ)⁻¹)ᴴ = (overlap Φ)⁻¹ := by
  rw [Matrix.conjTranspose_nonsing_inv]
  simp [overlap, Matrix.conjTranspose_mul]

/-- Pseudo-states that possess dual projectors have an invertible overlap matrix. -/
theorem overlap_isUnit {B Φ : Matrix m n ℂ} (h : IsDual B Φ) : IsUnit (overlap Φ) := by
  have hd : Bᴴ * Φ = 1 := h
  rw [← Matrix.mulVec_injective_iff_isUnit]
  intro x y hxy
  have h0 : (Φᴴ * Φ) *ᵥ (x - y) = 0 := by
    rw [Matrix.mulVec_sub]
    exact sub_eq_zero.mpr hxy
  -- a null vector of the overlap matrix is a vanishing combination of pseudo-states
  have h1 : Φ *ᵥ (x - y) = 0 := (Matrix.conjTranspose_mul_self_mulVec_eq_zero Φ _).mp h0
  have h2 : x - y = 0 := by
    calc x - y = (Bᴴ * Φ) *ᵥ (x - y) := by rw [hd, Matrix.one_mulVec]
      _ = 0 := by rw [← Matrix.mulVec_mulVec, h1, Matrix.mulVec_zero]
  exact sub_eq_zero.mp h2

/-- If the overlap matrix of the pseudo-states is invertible, the canonical projectors
are dual to the pseudo-states. -/
theorem canonical_isDual {Φ : Matrix m n ℂ} (h : IsUnit (overlap Φ)) :
    IsDual (canonical Φ) Φ := by
  unfold IsDual canonical
  rw [Matrix.conjTranspose_mul, overlap_inv_conjTranspose, Matrix.mul_assoc]
  exact Matrix.nonsing_inv_mul _ ((Matrix.isUnit_iff_isUnit_det _).mp h)

/-- For dual projectors `B`, the excess of their overlap matrix over `G⁻¹` is the overlap
matrix of their deviations from the canonical projectors. -/
theorem overlap_sub_inv {B Φ : Matrix m n ℂ} (h : IsDual B Φ) :
    overlap B - (overlap Φ)⁻¹ = overlap (B - canonical Φ) := by
  -- every dual set has the same overlaps with the canonical projectors
  have key : ∀ A : Matrix m n ℂ, IsDual A Φ → Aᴴ * canonical Φ = (overlap Φ)⁻¹ := by
    intro A hA
    have hA' : Aᴴ * Φ = 1 := hA
    rw [canonical, ← Matrix.mul_assoc, hA', Matrix.one_mul]
  have h1 := key B h
  have h2 : (canonical Φ)ᴴ * B = (overlap Φ)⁻¹ := by
    have h' := congrArg Matrix.conjTranspose h1
    rwa [Matrix.conjTranspose_mul, Matrix.conjTranspose_conjTranspose,
      overlap_inv_conjTranspose] at h'
  have h3 := key (canonical Φ) (canonical_isDual (overlap_isUnit h))
  have expand : overlap (B - canonical Φ) = overlap B - Bᴴ * canonical Φ
      - (canonical Φ)ᴴ * B + (canonical Φ)ᴴ * canonical Φ := by
    simp only [overlap, Matrix.conjTranspose_sub, Matrix.sub_mul, Matrix.mul_sub]
    abel
  rw [expand, h1, h2, h3]
  abel

/-- If the projectors `B` are dual to the pseudo-states `Φ`, the overlap matrix `G` of `Φ`
is invertible and `BᴴB - G⁻¹` is positive semidefinite; it vanishes exactly when `B` is the
canonical set `Φ G⁻¹`. -/
theorem projector_overlap_bound {B Φ : Matrix m n ℂ} (h : IsDual B Φ) :
    IsUnit (overlap Φ) ∧ (overlap B - (overlap Φ)⁻¹).PosSemidef ∧
      (overlap B - (overlap Φ)⁻¹ = 0 ↔ B = canonical Φ) := by
  refine ⟨overlap_isUnit h, ?_, ?_⟩
  · rw [overlap_sub_inv h]
    exact Matrix.posSemidef_conjTranspose_mul_self _
  · rw [overlap_sub_inv h]
    exact Matrix.conjTranspose_mul_self_eq_zero.trans sub_eq_zero

/-- For pseudo-states with invertible overlap matrix, the canonical projectors are mutually
orthogonal exactly when the pseudo-states are. -/
theorem canonical_orthogonal_iff {Φ : Matrix m n ℂ} (h : IsUnit (overlap Φ)) :
    (overlap (canonical Φ)).IsDiag ↔ (overlap Φ).IsDiag := by
  -- the inverse of a diagonal matrix is diagonal
  have aux : ∀ D G : Matrix n n ℂ, D * G = 1 → D.IsDiag → G.IsDiag := by
    intro D G hDG hD i j hij
    have key : ∀ k, D i i * G i k = (1 : Matrix n n ℂ) i k := by
      intro k
      rw [← hDG, Matrix.mul_apply]
      exact (Finset.sum_eq_single i
        (fun l _ hl => by rw [show D i l = 0 from hD hl.symm, zero_mul])
        (fun hi => absurd (Finset.mem_univ i) hi)).symm
    have hii := key i
    rw [Matrix.one_apply_eq] at hii
    have hne : D i i ≠ 0 := left_ne_zero_of_mul_eq_one hii
    have hj := key j
    rw [Matrix.one_apply_ne hij] at hj
    exact (mul_eq_zero.mp hj).resolve_left hne
  have hdet := (Matrix.isUnit_iff_isUnit_det _).mp h
  have hC : overlap (canonical Φ) = (overlap Φ)⁻¹ :=
    sub_eq_zero.mp ((projector_overlap_bound (canonical_isDual h)).2.2.mpr rfl)
  rw [hC]
  exact ⟨aux _ _ (Matrix.nonsing_inv_mul _ hdet), aux _ _ (Matrix.mul_nonsing_inv _ hdet)⟩

end

end CanonicalOrthogonalIff
```

Compiling this gives:

```
Main.lean:96:30: error: Tactic `rewrite` failed: Did not find an occurrence of the pattern
  D i l
in the target expression
  ?m.84 l = 0

m : Type u_1
n : Type u_2
inst✝² : Fintype m
inst✝¹ : Fintype n
inst✝ : DecidableEq n
Φ : Matrix m n ℂ
h : IsUnit (overlap Φ)
D G : Matrix n n ℂ
hDG : D * G = 1
hD : D.IsDiag
i j : n
hij : i ≠ j
k l : n
x✝ : l ∈ Finset.univ
hl : l ≠ i
⊢ ?m.84 l = 0
Main.lean:95:6: error: Type mismatch
  Eq.symm (Finset.sum_eq_single i (fun l x hl => ?m.88) fun hi => absurd (Finset.mem_univ i) hi)
has type
  ?m.84 i = ∑ x, ?m.84 x
but is expected to have type
  D i i * G i k = ∑ j, D i j * G j k
```

What went wrong. Both errors arise in `aux`, where `Finset.sum_eq_single` should reduce a sum to its one surviving term, and both come from one failed unification. After `.symm` the single term stands on the left, so Lean compares it with the goal first. Matching `?m.84 i` with `D i i * G i k` turns every `i` into the variable, giving the summand `D x x * G x k` instead of `D i x * G x k`. The sums on the right then disagree, and the guess is discarded.

Lean runs the inner `by` block only after this attempt, so the summand is still unknown there. The target of `rw` is `?m.84 l = 0`, which contains no `D i l` to rewrite: the first error. The second error is the mismatch itself, reported when `exact` finally checks the term against the goal.

The repair states the equation as `hs`, with the sum on the left as in the lemma. Lean now compares the sums first and reads off the correct summand, which also fits the single term. `hs.symm` then only reverses a finished equation. Proving the vanishing terms by `mul_eq_zero_of_left` instead of `rw`, and setting the side goals out as bullets, is mere tidying.

The change, after which it compiles:

```diff
@@ -93,7 +93,11 @@
       intro k
       rw [← hDG, Matrix.mul_apply]
-      exact (Finset.sum_eq_single i
-        (fun l _ hl => by rw [show D i l = 0 from hD hl.symm, zero_mul])
-        (fun hi => absurd (Finset.mem_univ i) hi)).symm
+      have hs : ∑ l, D i l * G l k = D i i * G i k := by
+        refine Finset.sum_eq_single i ?_ ?_
+        · intro l _ hl
+          exact mul_eq_zero_of_left (hD hl.symm) _
+        · intro hi
+          exact absurd (Finset.mem_univ i) hi
+      exact hs.symm
     have hii := key i
     rw [Matrix.one_apply_eq] at hii
```
